# The matrix of a Kraus map under row-major vectorisation: action, composition and trace

For complex $n\times n$ matrices $K_k$, with $k$ running over a finite set, the Kraus map $\Phi_K(X)=\sum_k K_kXK_k^\dagger$ acts on row-major vectorised matrices as multiplication by

$$S_K=\sum_k K_k\otimes\overline{K_k},$$

where the bar is entrywise complex conjugation. No other matrix represents $\Phi_K$ in this way. Composing two Kraus maps multiplies their matrices, and $\operatorname{Tr}S_K=\sum_k|\operatorname{Tr}K_k|^2$.

## Channels as matrices

A quantum channel on an $n$-level system is a completely positive, trace-preserving linear map. It sends density matrices to density matrices and can be written in Kraus form, with the condition $\sum_kK_k^\dagger K_k=1$ expressing conservation of total probability. Since $\operatorname{Tr}\Phi_K(X)=\operatorname{Tr}\big(\sum_kK_k^\dagger K_k\,X\big)$, the condition is equivalent to $\operatorname{Tr}\Phi_K(X)=\operatorname{Tr}X$ for every $X$, which is the form used below and in the code. Most of what follows does not need that condition.

In simulations of open systems with finitely many levels, the matrix $S_K$ turns repeated application of a channel into repeated multiplication by an $n^2\times n^2$ matrix.

## Action and uniqueness

Let $\operatorname{vec}X$ be the vector with components $(\operatorname{vec}X)_{(i,j)}=X_{ij}$. For any $n\times n$ matrices $A$, $X$, $B$,

$$(AXB)_{ij}=\sum_{a,b}A_{ia}X_{ab}B_{bj}
=\sum_{a,b}(A\otimes B^T)_{(i,j),(a,b)}X_{ab},$$

because the Kronecker entry is $A_{ia}(B^T)_{jb}=A_{ia}B_{bj}$. Hence $\operatorname{vec}(AXB)=(A\otimes B^T)\operatorname{vec}X$. Setting $A=K_k$ and $B=K_k^\dagger$ gives $B^T=\overline{K_k}$, and summing over $k$ gives $\operatorname{vec}\Phi_K(X)=S_K\operatorname{vec}X$.

Suppose a matrix $M$ also satisfies $M\operatorname{vec}X=\operatorname{vec}\Phi_K(X)$ for every $X$. Take for $X$ the matrix unit with a single 1 at position $(a,b)$. Its vectorisation is a standard basis vector, so $M$ and $S_K$ have the same column $(a,b)$. This holds for every column, and $M=S_K$.

## Composition and trace

Let $L_l$ be the operators of a second Kraus map, applied after the first. Then

$$\Phi_L(\Phi_K(X))=\sum_{l,k}L_lK_kXK_k^\dagger L_l^\dagger
=\sum_{l,k}(L_lK_k)X(L_lK_k)^\dagger,$$

so the composite has Kraus operators $L_lK_k$. On vectors,

$$S_LS_K\operatorname{vec}X=S_L\operatorname{vec}\Phi_K(X)=\operatorname{vec}\Phi_L(\Phi_K(X)).$$

By uniqueness, the matrix of the composite is $S_LS_K$.

The trace of a Kronecker product is the product of the traces, so

$$\operatorname{Tr}S_K=\sum_k\operatorname{Tr}K_k\,\overline{\operatorname{Tr}K_k}=\sum_k|\operatorname{Tr}K_k|^2.$$

## Trace preservation and the bound $n^2$

Since $\operatorname{Tr}Y=\sum_{i,j}\delta_{ij}Y_{ij}=\operatorname{vec}(1)^T\operatorname{vec}Y$, we have

$$\operatorname{Tr}\Phi_K(X)=\operatorname{vec}(1)^TS_K\operatorname{vec}X.$$

This equals $\operatorname{Tr}X=\operatorname{vec}(1)^T\operatorname{vec}X$ for every $X$ exactly when $\operatorname{vec}(1)^TS_K=\operatorname{vec}(1)^T$; matrix units again compare the components one by one.

If $\Phi_K$ preserves the trace, the input $X=1$ gives

$$n=\sum_k\operatorname{Tr}(K_kK_k^\dagger)=\sum_k\sum_{i,j}|(K_k)_{ij}|^2.$$

The triangle inequality and Cauchy-Schwarz on the diagonal give, for each $k$,

$$|\operatorname{Tr}K_k|^2\le\Big(\sum_i|(K_k)_{ii}|\Big)^2
\le n\sum_i|(K_k)_{ii}|^2\le n\sum_{i,j}|(K_k)_{ij}|^2.$$

Summing over $k$ yields $\operatorname{Tr}S_K\le n\cdot n=n^2$.

## The objects in Lean

In the code `n` is a finite type of basis labels, and the dimension is `Fintype.card n`. The types `κ` and `l` label the two Kraus families. `rowVec X` is $\operatorname{vec}X$, a function on pairs of labels, which fixes the row-major convention; stacking columns would exchange the two Kronecker factors. `krausMap K` is $\Phi_K$ and `superMatrix K` is $S_K$. The symbols `ᴴ`, `⊗ₖ` and `*ᵥ` denote the adjoint, the Kronecker product and matrix-vector multiplication, while `ᵥ*` multiplies a row vector into a matrix from the left.

`represents_iff` states action and uniqueness together. `superMatrix_comp` and `trace_superMatrix` are the product rule and the trace formula. The latter equates a complex trace with a real sum regarded as a complex number, so the trace is real and the `.re` in `trace_superMatrix_le` discards nothing.

Trace preservation is a hypothesis only in that last bound. Input and output spaces have the same finite dimension, and the Kraus form is given from the start, not derived from complete positivity.

```lean
import Mathlib

open Matrix
open scoped Kronecker

namespace KrausSuperoperator

noncomputable section

variable {n κ l : Type*} [Fintype n] [Fintype κ] [Fintype l]

/-- Row-major vectorisation: the entry `X i j` becomes the component with index `(i, j)`. -/
def rowVec (X : Matrix n n ℂ) : n × n → ℂ := fun p => X p.1 p.2

/-- The Kraus map `X ↦ ∑ K_k X K_k†`. -/
def krausMap (K : κ → Matrix n n ℂ) (X : Matrix n n ℂ) : Matrix n n ℂ :=
  ∑ k, K k * X * (K k)ᴴ

/-- The superoperator matrix `S = ∑ K_k ⊗ conj(K_k)`. -/
def superMatrix (K : κ → Matrix n n ℂ) : Matrix (n × n) (n × n) ℂ :=
  ∑ k, K k ⊗ₖ (K k).map star

/-- Multiplying `X` by `A` from the left and by `B` from the right acts on the vectorised
matrix as `A ⊗ Bᵀ`. -/
theorem rowVec_sandwich (A X B : Matrix n n ℂ) :
    (A ⊗ₖ Bᵀ) *ᵥ rowVec X = rowVec (A * X * B) := by
  ext ⟨i, j⟩
  simp only [Matrix.mulVec, dotProduct, rowVec, Matrix.kroneckerMap_apply,
    Matrix.transpose_apply, Matrix.mul_apply, Fintype.sum_prod_type, Finset.sum_mul]
  rw [Finset.sum_comm]
  exact Finset.sum_congr rfl fun b _ => Finset.sum_congr rfl fun a _ => by ring

/-- The matrix `S` carries the vectorised input of a Kraus map to its vectorised output. -/
theorem superMatrix_mulVec (K : κ → Matrix n n ℂ) (X : Matrix n n ℂ) :
    superMatrix K *ᵥ rowVec X = rowVec (krausMap K X) := by
  ext p
  calc (superMatrix K *ᵥ rowVec X) p
      = ∑ k, ((K k ⊗ₖ (K k)ᴴᵀ) *ᵥ rowVec X) p := by
        simp only [superMatrix, Matrix.mulVec, dotProduct, Matrix.sum_apply, Finset.sum_mul]
        rw [Finset.sum_comm]
        rfl
    _ = ∑ k, rowVec (K k * X * (K k)ᴴ) p :=
        Finset.sum_congr rfl fun k _ => congrFun (rowVec_sandwich (K k) X (K k)ᴴ) p
    _ = rowVec (krausMap K X) p := by
        simp only [rowVec, krausMap, Matrix.sum_apply]

/-- A matrix represents the Kraus map on all vectorised inputs if and only if it is `S`. -/
theorem represents_iff (K : κ → Matrix n n ℂ) (M : Matrix (n × n) (n × n) ℂ) :
    (∀ X, M *ᵥ rowVec X = rowVec (krausMap K X)) ↔ M = superMatrix K := by
  classical
  constructor
  · intro h
    ext p q
    -- a matrix unit as input picks out one column
    have e : ∀ N : Matrix (n × n) (n × n) ℂ,
        (N *ᵥ (fun r => if r = q then (1 : ℂ) else 0)) p = N p q := by
      intro N
      simp [Matrix.mulVec, dotProduct]
    have hX := (h (Matrix.of fun i j => if (i, j) = q then (1 : ℂ) else 0)).trans
      (superMatrix_mulVec K _).symm
    exact (e M).symm.trans ((congrFun hX p).trans (e _))
  · rintro rfl X
    exact superMatrix_mulVec K X

/-- Applying the Kraus map of `K` and then that of `L` is the Kraus map whose operators are
all products `L_l K_k`. -/
theorem krausMap_comp (L : l → Matrix n n ℂ) (K : κ → Matrix n n ℂ) (X : Matrix n n ℂ) :
    krausMap L (krausMap K X) = krausMap (fun p : l × κ => L p.1 * K p.2) X := by
  simp only [krausMap, Fintype.sum_prod_type, Matrix.mul_sum, Matrix.sum_mul,
    Matrix.conjTranspose_mul, Matrix.mul_assoc]

/-- The superoperator matrix of the composed Kraus map is the product of the two
superoperator matrices, in the order of composition. -/
theorem superMatrix_comp (L : l → Matrix n n ℂ) (K : κ → Matrix n n ℂ) :
    superMatrix (fun p : l × κ => L p.1 * K p.2) = superMatrix L * superMatrix K := by
  -- both sides represent the same map, and the representing matrix is unique
  refine ((represents_iff _ _).1 fun X => ?_).symm
  rw [← Matrix.mulVec_mulVec, superMatrix_mulVec, superMatrix_mulVec, krausMap_comp]

/-- The trace of the superoperator matrix is the sum of the squared moduli of the traces of
the Kraus operators. -/
theorem trace_superMatrix (K : κ → Matrix n n ℂ) :
    (superMatrix K).trace = ((∑ k, ‖(K k).trace‖ ^ 2 : ℝ) : ℂ) := by
  rw [superMatrix, Matrix.trace_sum, Complex.ofReal_sum]
  refine Finset.sum_congr rfl fun k _ => ?_
  have h : ((K k).map star).trace = star (K k).trace := by
    simp [Matrix.trace]
  rw [Matrix.trace_kronecker, h, ← starRingEnd_apply, Complex.mul_conj,
    Complex.normSq_eq_norm_sq]

/-- A Kraus map preserves the trace if and only if the vectorised identity is a left fixed
vector of its superoperator matrix. -/
theorem tracePreserving_iff [DecidableEq n] (K : κ → Matrix n n ℂ) :
    (∀ X, (krausMap K X).trace = X.trace) ↔
      rowVec (1 : Matrix n n ℂ) ᵥ* superMatrix K = rowVec (1 : Matrix n n ℂ) := by
  -- the trace is the pairing with the vectorised identity
  have t : ∀ Y : Matrix n n ℂ, rowVec (1 : Matrix n n ℂ) ⬝ᵥ rowVec Y = Y.trace := by
    intro Y
    simp [rowVec, dotProduct, Fintype.sum_prod_type, Matrix.one_apply, Matrix.trace]
  have s : ∀ X : Matrix n n ℂ, (rowVec (1 : Matrix n n ℂ) ᵥ* superMatrix K) ⬝ᵥ rowVec X
      = (krausMap K X).trace := by
    intro X
    rw [← Matrix.dotProduct_mulVec, superMatrix_mulVec, t]
  constructor
  · intro h
    ext q
    have e : ∀ w : n × n → ℂ, w ⬝ᵥ (fun r => if r = q then (1 : ℂ) else 0) = w q := by
      intro w
      simp [dotProduct]
    have hq := (s (Matrix.of fun i j => if (i, j) = q then (1 : ℂ) else 0)).trans
      ((h _).trans (t _).symm)
    exact (e _).symm.trans (hq.trans (e _))
  · intro h X
    rw [← s, h, t]

/-- For a trace-preserving Kraus map on `n` by `n` matrices, the real part of the trace of
the superoperator matrix is at most `n²`. -/
theorem trace_superMatrix_le (K : κ → Matrix n n ℂ)
    (h : ∀ X, (krausMap K X).trace = X.trace) :
    (superMatrix K).trace.re ≤ (Fintype.card n : ℝ) ^ 2 := by
  classical
  have e : ∀ k, (K k * (K k)ᴴ).trace = ((∑ i, ∑ j, ‖K k i j‖ ^ 2 : ℝ) : ℂ) := by
    intro k
    simp only [Matrix.trace, Matrix.diag_apply, Matrix.mul_apply,
      Matrix.conjTranspose_apply, Complex.ofReal_sum]
    refine Finset.sum_congr rfl fun i _ => Finset.sum_congr rfl fun j _ => ?_
    rw [← starRingEnd_apply, Complex.mul_conj, Complex.normSq_eq_norm_sq]
  -- trace preservation on the identity fixes the total weight of the Kraus operators
  have h1 : ∑ k, ∑ i, ∑ j, ‖K k i j‖ ^ 2 = (Fintype.card n : ℝ) := by
    have h0 := h 1
    simp only [krausMap, Matrix.mul_one, Matrix.trace_sum, e, Matrix.trace_one] at h0
    exact_mod_cast h0
  -- Cauchy-Schwarz on the diagonal of each Kraus operator
  have h2 : ∀ k, ‖(K k).trace‖ ^ 2 ≤ (Fintype.card n : ℝ) * ∑ i, ∑ j, ‖K k i j‖ ^ 2 := by
    intro k
    calc ‖(K k).trace‖ ^ 2 ≤ (∑ i, ‖K k i i‖) ^ 2 :=
          pow_le_pow_left₀ (norm_nonneg _) (norm_sum_le _ _) 2
      _ ≤ (Fintype.card n : ℝ) * ∑ i, ‖K k i i‖ ^ 2 := sq_sum_le_card_mul_sum_sq
      _ ≤ (Fintype.card n : ℝ) * ∑ i, ∑ j, ‖K k i j‖ ^ 2 :=
          mul_le_mul_of_nonneg_left
            (Finset.sum_le_sum fun i _ =>
              Finset.single_le_sum (f := fun j => ‖K k i j‖ ^ 2)
                (fun j _ => by positivity) (Finset.mem_univ i))
            (Nat.cast_nonneg _)
  rw [trace_superMatrix, Complex.ofReal_re]
  calc ∑ k, ‖(K k).trace‖ ^ 2
      ≤ ∑ k, (Fintype.card n : ℝ) * ∑ i, ∑ j, ‖K k i j‖ ^ 2 :=
        Finset.sum_le_sum fun k _ => h2 k
    _ = (Fintype.card n : ℝ) ^ 2 := by rw [← Finset.mul_sum, h1, sq]

end

end KrausSuperoperator
```

```lean
#print axioms KrausSuperoperator.superMatrix_comp
#print axioms KrausSuperoperator.tracePreserving_iff
#print axioms KrausSuperoperator.trace_superMatrix_le
```

```
'KrausSuperoperator.superMatrix_comp' depends on axioms: [propext, Classical.choice, Quot.sound]
'KrausSuperoperator.tracePreserving_iff' depends on axioms: [propext, Classical.choice, Quot.sound]
'KrausSuperoperator.trace_superMatrix_le' depends on axioms: [propext, Classical.choice, Quot.sound]
```

## How the proofs follow the algebra

`rowVec_sandwich` expands both sides into double sums over the entries, exchanges the order of summation with `Finset.sum_comm`, and compares terms with `ring`. `superMatrix_mulVec` applies it to each Kraus operator. Its `calc` chain first moves the sum over $k$ outside the matrix-vector product, where $(K_k^\dagger)^T$ and $\overline{K_k}$ agree by definition.

In `represents_iff`, the local statement `e` says that multiplying by a basis vector picks out one column. The hypothesis on $M$ and the known action of $S_K$ are then compared on the corresponding matrix unit.

`krausMap_comp` distributes the products over the sums and uses $(L_lK_k)^\dagger=K_k^\dagger L_l^\dagger$. `superMatrix_comp` then needs no Kronecker algebra: it shows that the product $S_LS_K$ represents the composite map and invokes uniqueness. `trace_superMatrix` factorises each Kronecker trace and identifies $z\bar z$ with $|z|^2$.

In `tracePreserving_iff`, `t` is the identity $\operatorname{Tr}Y=\operatorname{vec}(1)^T\operatorname{vec}Y$, and `s` is its consequence for $\operatorname{Tr}\Phi_K(X)$. The forward direction tests on matrix units; the reverse direction substitutes the fixed-vector equation.

In `trace_superMatrix_le`, `e` writes $\operatorname{Tr}(K_kK_k^\dagger)$ as a sum of squared moduli, `h1` evaluates trace preservation at the identity, and `h2` is the chain of inequalities for a single $k$, with `sq_sum_le_card_mul_sum_sq` supplying Cauchy-Schwarz. The final `calc` sums `h2` over $k$ and inserts `h1`.
